# At fixed density, heating lowers the chemical potential of an ideal two-dimensional Fermi gas with constant density of states

A code that is meant to heat an ideal two-dimensional electron gas at fixed density, but leaves the chemical potential at the Fermi energy, simulates too many electrons. For non-interacting electrons with a constant density of states, the density is then too large by 31 % when the temperature equals the Fermi energy. Checking that every occupation number lies between 0 and 1 does not reveal the error. To keep the density fixed, the chemical potential has to come down, and in this model the amount is known in closed form.

## The closed form and its two-sided bound

Let $T>0$ be the temperature in energy units ($k_B=1$), $\mu$ the chemical potential, and $e\ge 0$ the energy above the band bottom, as in the Lean file. As the base of a power, $e$ is Euler's number. A parabolic band in two dimensions has a constant density of states $g$ per unit area and unit energy, with spin included. The density $n$ divided by $g$ is the filling

$$
F(T,\mu)=\int_0^\infty \frac{de}{e^{(e-\mu)/T}+1}=T\ln\!\left(1+e^{\mu/T}\right).
$$

At zero temperature the levels are full up to the Fermi energy $E_F>0$, so $n/g=E_F$. Fixed density therefore means $F(T,\mu)=E_F$ at every temperature, and the only solution is

$$
\mu(T)=T\ln\!\left(e^{E_F/T}-1\right).
$$

It satisfies

$$
T e^{-E_F/T}<E_F-\mu(T)<\frac{T}{e^{E_F/T}-1}.
$$

Hence $\mu(T)$ lies below $E_F$. It also decreases strictly with $T$ and tends to $E_F$ as $T\to0^+$. It is positive exactly when $T<E_F/\ln 2\approx1.44\,E_F$.

## Setting and checking the Fermi level

In a simulation of non-interacting electrons in a parabolic two-dimensional band, the closed form can replace the numerical search for $\mu$, or serve as a reference value for a general Fermi-level solver. If the solver is kept, the bound supplies a bracket for its root. At $T=E_F$ the bracket for $E_F-\mu$ runs from $0.368\,E_F$ to $0.582\,E_F$, and the exact value is $0.459\,E_F$.

The formula should not be coded as it stands, since $e^{E_F/T}$ overflows at low temperature. The equivalent form

$$
\mu(T)=E_F+T\ln\!\left(1-e^{-E_F/T}\right)
$$

avoids this. At high temperature, $1-e^{-E_F/T}$ is best computed as `-expm1(-EF/T)`, which prevents cancellation.

## From the occupation integral to the limit

**The integral.** Put $y=e^{(\mu-e)/T}$, so that $dy/de=-y/T$. Then

$$
\frac{d}{de}\bigl[-T\ln(1+y)\bigr]=-T\,\frac{-y/T}{1+y}=\frac{y}{1+y}=\frac{1}{y^{-1}+1},
$$

which is the Fermi occupation. As $e\to\infty$, $y\to0$ and the antiderivative tends to 0. At $e=0$ it equals $-T\ln(1+e^{\mu/T})$. The difference is the stated filling.

**Solving for the chemical potential.** Setting the filling equal to $E_F$, dividing by $T$ and exponentiating gives $1+e^{\mu/T}=e^{E_F/T}$. Since $E_F/T>0$, the number $e^{E_F/T}-1$ is positive and has a logarithm, so $\mu=T\ln(e^{E_F/T}-1)$. Each step can be reversed, so this value is a solution and the only one.

**The depression.** Write $x=e^{-E_F/T}$, with $0<x<1$. From $e^{E_F/T}-1=e^{E_F/T}(1-x)$ it follows that

$$
E_F-\mu=-T\ln(1-x).
$$

**The bounds.** For $z>0$ and $z\ne1$, $\ln z<z-1$. With $z=1-x$ this gives $\ln(1-x)<-x$, hence $E_F-\mu>Tx$. For the other side, set $b=1/(e^{E_F/T}-1)$. Then $1/(1-x)=1+b$, and $z=1+b$ gives $-\ln(1-x)=\ln(1+b)<b$, hence $E_F-\mu<Tb$. The lower bound is positive, so $\mu<E_F$.

**Monotonicity.** Let $0<S<T$ and $L(T)=-\ln(1-e^{-E_F/T})$. Since $E_F/T<E_F/S$, we have $e^{-E_F/S}<e^{-E_F/T}<1$, and therefore $0<L(S)<L(T)$. Thus

$$
S\,L(S)<T\,L(S)<T\,L(T).
$$

The depression grows with temperature, so $\mu(T)<\mu(S)$.

**The limit.** From $e^u\ge1+u$ with $u=E_F/T$ we get $e^{E_F/T}-1\ge E_F/T$. The upper bound is then at most $T^2/E_F$, and

$$
E_F-\frac{T^2}{E_F}<\mu(T)<E_F .
$$

Both ends tend to $E_F$ as $T\to0^+$.

**The sign.** Since $T>0$, $\mu>0$ holds exactly when $e^{E_F/T}-1>1$, that is, when $E_F/T>\ln2$, or $T<E_F/\ln2$.

## An ideal Bose gas with the same filling

The same argument works with $-1$ in place of $+1$ in the occupation. For $\mu_B<0$ the integral is $-T\ln(1-e^{\mu_B/T})$, and setting it to the same value $E_F$ gives

$$
\mu_B(T)=T\ln\!\left(1-e^{-E_F/T}\right)=\mu(T)-E_F .
$$

The Bose chemical potential is the Fermi one shifted down by $E_F$. It is negative at every $T>0$, so this uniform gas has no condensation at finite temperature. The Lean file treats only the Fermi case.

## The Lean file

```lean
import Mathlib

open Filter Topology Set MeasureTheory

namespace TwoDimFermiGasCooling

noncomputable section

/-- Fermi occupation of a level of energy `e` at temperature `T ≠ 0` (with `k_B = 1`) and
chemical potential `mu`. -/
def occupation (T mu e : ℝ) : ℝ := 1 / (Real.exp ((e - mu) / T) + 1)

/-- Particle density of the two-dimensional gas divided by its constant density of states, for `T >
0`. -/
def filling (T mu : ℝ) : ℝ := ∫ e in Ioi (0 : ℝ), occupation T mu e

/-- The closed form `T log (exp (EF / T) - 1)` for the chemical potential, for `T > 0` and
`EF > 0`. -/
def chemPot (EF T : ℝ) : ℝ := T * Real.log (Real.exp (EF / T) - 1)

/-- The filling at temperature `T` and chemical potential `mu` is `T log (1 + exp (mu / T))`. -/
theorem filling_eq {T : ℝ} (hT : 0 < T) (mu : ℝ) :
    filling T mu = T * Real.log (1 + Real.exp (mu / T)) := by
  have key : ∀ y : ℝ, 0 < y → -(T * (y * (-1 / T) / (1 + y))) = 1 / (y⁻¹ + 1) := by
    intro y hy
    have h1 : 1 / (y⁻¹ + 1) = y / (1 + y) := by
      rw [div_eq_div_iff (by positivity) (by positivity)]
      linear_combination -(mul_inv_cancel₀ hy.ne')
    calc -(T * (y * (-1 / T) / (1 + y))) = (T * T⁻¹) * (y / (1 + y)) := by ring
      _ = 1 / (y⁻¹ + 1) := by rw [mul_inv_cancel₀ hT.ne', one_mul, h1]
  -- an antiderivative of the occupation
  have hd : ∀ e ∈ Ici (0 : ℝ), HasDerivAt
      (fun e : ℝ => -(T * Real.log (1 + Real.exp ((mu - e) / T)))) (occupation T mu e) e := by
    intro e _
    have h1 : HasDerivAt (fun e : ℝ => (mu - e) / T) (-1 / T) e :=
      ((hasDerivAt_id' e).const_sub mu).div_const T
    have hpos : 1 + Real.exp ((mu - e) / T) ≠ 0 := by positivity
    have h2 := (((h1.exp.const_add 1).log hpos).const_mul T).fun_neg
    refine h2.congr_deriv ?_
    have hx : Real.exp ((e - mu) / T) = (Real.exp ((mu - e) / T))⁻¹ := by
      rw [← Real.exp_neg]
      congr 1
      ring
    unfold occupation
    rw [hx]
    exact key _ (Real.exp_pos _)
  -- it vanishes at high energy
  have hl : Tendsto (fun e : ℝ => -(T * Real.log (1 + Real.exp ((mu - e) / T))))
      atTop (𝓝 0) := by
    have h1 : Tendsto (fun e : ℝ => (mu - e) / T) atTop atBot := by
      have h := (tendsto_atBot_add_const_left atTop mu
        (tendsto_neg_atTop_atBot (G := ℝ))).atBot_div_const hT
      refine h.congr (fun e => ?_)
      show (mu + -e) / T = (mu - e) / T
      ring
    have h3 : Tendsto (fun e : ℝ => 1 + Real.exp ((mu - e) / T)) atTop (𝓝 (1 + 0)) :=
      (Real.tendsto_exp_atBot.comp h1).const_add 1
    have h4 := ((h3.log (by norm_num)).const_mul T).neg
    have h0 : -(T * Real.log (1 + 0)) = 0 := by simp
    rw [h0] at h4
    exact h4
  have h := integral_Ioi_of_hasDerivAt_of_nonneg' hd
    (fun e _ => by unfold occupation; positivity) hl
  exact h.trans (by simp only [sub_zero, zero_sub, neg_neg])

/-- The filling equals `EF` exactly when the chemical potential has the value `chemPot EF T`. -/
theorem filling_eq_iff {T EF : ℝ} (hT : 0 < T) (hEF : 0 < EF) (mu : ℝ) :
    filling T mu = EF ↔ mu = chemPot EF T := by
  have h1 : 1 < Real.exp (EF / T) := Real.one_lt_exp_iff.mpr (div_pos hEF hT)
  rw [filling_eq hT]
  unfold chemPot
  constructor
  · intro h
    have h2 : Real.exp (EF / T) = 1 + Real.exp (mu / T) := by
      rw [← h, mul_div_cancel_left₀ _ hT.ne', Real.exp_log (by positivity)]
    rw [h2, add_sub_cancel_left, Real.log_exp]
    field_simp
  · intro h
    have h2 : 1 + (Real.exp (EF / T) - 1) = Real.exp (EF / T) := by ring
    rw [h, mul_div_cancel_left₀ _ hT.ne', Real.exp_log (by linarith), h2, Real.log_exp]
    field_simp

/-- The chemical potential lies `-T log (1 - exp (-EF / T))` below the Fermi energy. -/
theorem depression_eq {T EF : ℝ} (hT : 0 < T) (hEF : 0 < EF) :
    EF - chemPot EF T = -(T * Real.log (1 - Real.exp (-(EF / T)))) := by
  have hx : Real.exp (-(EF / T)) < 1 :=
    Real.exp_lt_one_iff.mpr (neg_lt_zero.mpr (div_pos hEF hT))
  have hf : Real.exp (EF / T) - 1 = Real.exp (EF / T) * (1 - Real.exp (-(EF / T))) := by
    rw [mul_sub, ← Real.exp_add, add_neg_cancel, Real.exp_zero, mul_one]
  have hc : T * (EF / T) = EF := by field_simp
  unfold chemPot
  rw [hf, Real.log_mul (Real.exp_pos _).ne' (sub_pos.mpr hx).ne', Real.log_exp, mul_add, hc]
  ring

/-- The distance of the chemical potential from the Fermi energy lies strictly between
`T exp (-EF / T)` and `T / (exp (EF / T) - 1)`. -/
theorem depression_bounds {T EF : ℝ} (hT : 0 < T) (hEF : 0 < EF) :
    T * Real.exp (-(EF / T)) < EF - chemPot EF T ∧
      EF - chemPot EF T < T / (Real.exp (EF / T) - 1) := by
  have hx : Real.exp (-(EF / T)) < 1 :=
    Real.exp_lt_one_iff.mpr (neg_lt_zero.mpr (div_pos hEF hT))
  have hx0 := Real.exp_pos (-(EF / T))
  have hE : 0 < Real.exp (EF / T) - 1 :=
    sub_pos.mpr (Real.one_lt_exp_iff.mpr (div_pos hEF hT))
  rw [depression_eq hT hEF]
  constructor
  · have h := Real.log_lt_sub_one_of_pos (sub_pos.mpr hx) (by linarith)
    nlinarith [mul_lt_mul_of_pos_left h hT]
  · have hu : 0 < 1 / (Real.exp (EF / T) - 1) := one_div_pos.mpr hE
    have ha : Real.exp (EF / T) * Real.exp (-(EF / T)) = 1 := by
      rw [← Real.exp_add, add_neg_cancel, Real.exp_zero]
    have hb := mul_one_div_cancel hE.ne'
    -- `1 - exp (-EF / T)` is the inverse of `1 + 1 / (exp (EF / T) - 1)`
    have hinv : 1 - Real.exp (-(EF / T)) = (1 + 1 / (Real.exp (EF / T) - 1))⁻¹ := by
      apply eq_inv_of_mul_eq_one_left
      linear_combination Real.exp (-(EF / T)) * hb - (1 / (Real.exp (EF / T) - 1)) * ha
    have h := Real.log_lt_sub_one_of_pos
      (show 0 < 1 + 1 / (Real.exp (EF / T) - 1) by linarith) (by linarith)
    rw [hinv, Real.log_inv, div_eq_mul_one_div T]
    nlinarith [mul_lt_mul_of_pos_left h hT]

/-- At fixed Fermi energy the closed form `chemPot` strictly decreases with temperature. -/
theorem chemPot_strictAntiOn {EF : ℝ} (hEF : 0 < EF) :
    StrictAntiOn (chemPot EF) (Ioi 0) := by
  intro S hS T hT hST
  have hS' : 0 < S := hS
  have hT' : 0 < T := hT
  have hdiv : EF / T < EF / S := div_lt_div_of_pos_left hEF hS' hST
  have hexp : Real.exp (-(EF / S)) < Real.exp (-(EF / T)) :=
    Real.exp_lt_exp.mpr (by linarith)
  have h1 : Real.exp (-(EF / T)) < 1 :=
    Real.exp_lt_one_iff.mpr (neg_lt_zero.mpr (div_pos hEF hT'))
  have hlog : Real.log (1 - Real.exp (-(EF / T))) < Real.log (1 - Real.exp (-(EF / S))) :=
    Real.log_lt_log (by linarith) (by linarith)
  have hneg : Real.log (1 - Real.exp (-(EF / S))) < 0 :=
    Real.log_neg (by linarith) (by linarith [Real.exp_pos (-(EF / S))])
  -- both factors of the depression grow with temperature
  linarith [depression_eq hS' hEF, depression_eq hT' hEF,
    mul_lt_mul_of_pos_left hlog hT', mul_lt_mul_of_neg_right hST hneg]

/-- The closed form `chemPot` tends to the Fermi energy as the temperature tends to zero
from above. -/
theorem chemPot_tendsto {EF : ℝ} (hEF : 0 < EF) :
    Tendsto (chemPot EF) (𝓝[>] 0) (𝓝 EF) := by
  have hc : Continuous (fun T : ℝ => EF - T * T / EF) := by fun_prop
  have h := hc.tendsto 0
  simp only [mul_zero, zero_div, sub_zero] at h
  refine tendsto_of_tendsto_of_tendsto_of_le_of_le' (h.mono_left nhdsWithin_le_nhds)
    tendsto_const_nhds ?_ ?_
  · filter_upwards [self_mem_nhdsWithin] with T hT
    have hT' : 0 < T := hT
    have h1 : EF / T ≤ Real.exp (EF / T) - 1 := by linarith [Real.add_one_le_exp (EF / T)]
    have h2 : T / (Real.exp (EF / T) - 1) ≤ T / (EF / T) :=
      div_le_div_of_nonneg_left hT'.le (div_pos hEF hT') h1
    rw [div_div_eq_mul_div] at h2
    linarith [(depression_bounds hT' hEF).2]
  · filter_upwards [self_mem_nhdsWithin] with T hT
    have hT' : 0 < T := hT
    linarith [(depression_bounds hT' hEF).1, mul_pos hT' (Real.exp_pos (-(EF / T)))]

/-- If `mu T` keeps the filling of the two-dimensional gas equal to `EF` at every temperature,
then it lies below `EF`, strictly decreases with `T`, and tends to `EF` as `T` tends to zero. -/
theorem chemical_potential_at_fixed_density {EF : ℝ} (hEF : 0 < EF) {mu : ℝ → ℝ}
    (hmu : ∀ T, 0 < T → filling T (mu T) = EF) :
    (∀ T, 0 < T → mu T < EF) ∧ StrictAntiOn mu (Ioi 0) ∧
      Tendsto mu (𝓝[>] 0) (𝓝 EF) := by
  have heq : ∀ T, 0 < T → mu T = chemPot EF T :=
    fun T hT => (filling_eq_iff hT hEF (mu T)).mp (hmu T hT)
  refine ⟨fun T hT => ?_, fun S hS T hT hST => ?_, ?_⟩
  · rw [heq T hT]
    linarith [(depression_bounds hT hEF).1, mul_pos hT (Real.exp_pos (-(EF / T)))]
  · rw [heq S hS, heq T hT]
    exact chemPot_strictAntiOn hEF hS hT hST
  · refine (chemPot_tendsto hEF).congr' ?_
    filter_upwards [self_mem_nhdsWithin] with T hT
    exact (heq T hT).symm

/-- The closed form `chemPot` is positive exactly at temperatures below `EF / log 2`. -/
theorem chemPot_pos_iff {T EF : ℝ} (hT : 0 < T) (hEF : 0 < EF) :
    0 < chemPot EF T ↔ T < EF / Real.log 2 := by
  have h1 : 1 < Real.exp (EF / T) := Real.one_lt_exp_iff.mpr (div_pos hEF hT)
  have h2 : T * Real.log 2 < EF ↔ Real.log 2 < EF / T := by
    rw [lt_div_iff₀ hT, mul_comm]
  unfold chemPot
  rw [mul_pos_iff_of_pos_left hT, Real.log_pos_iff (by linarith),
    lt_div_iff₀ (Real.log_pos (by norm_num)), h2, Real.log_lt_iff_lt_exp (by norm_num)]
  constructor <;> intro h <;> linarith

end

end TwoDimFermiGasCooling
```

```lean
#print axioms TwoDimFermiGasCooling.chemical_potential_at_fixed_density
-- 'TwoDimFermiGasCooling.chemical_potential_at_fixed_density' depends on axioms: [propext, Classical.choice, Quot.sound]
#print axioms TwoDimFermiGasCooling.chemPot_pos_iff
-- 'TwoDimFermiGasCooling.chemPot_pos_iff' depends on axioms: [propext, Classical.choice, Quot.sound]
```

## How the Lean proof follows the derivation

`filling_eq` evaluates the integral. Inside it, `hd` differentiates the antiderivative, `key` does the algebra that turns the derivative into the occupation, and `hl` proves the limit at high energy. Because the occupation is nonnegative, `integral_Ioi_of_hasDerivAt_of_nonneg'` then yields the improper integral. `filling_eq_iff` solves the number equation, with one direction for uniqueness and the other for existence.

`depression_eq` factors out the large exponential. `depression_bounds` applies `Real.log_lt_sub_one_of_pos` twice, and its step `hinv` is the identity $1-x=1/(1+b)$. In `chemPot_strictAntiOn`, the last `linarith` combines the two inequalities of the chain $S\,L(S)<T\,L(S)<T\,L(T)$, written with the opposite sign. `chemPot_tendsto` is the squeeze between $E_F-T^2/E_F$ and $E_F$.

The main theorem, `chemical_potential_at_fixed_density`, first shows in `heq` that the given function agrees with `chemPot EF` at every positive temperature, and then carries the three properties over. `chemPot_pos_iff` settles the sign.

## What is established for a code, and where the model ends

`occupation T mu e` is the Fermi function, `filling T mu` is its integral over `Ioi 0`, the positive energies, and `chemPot EF T` is the closed form. The main theorem takes a real number `EF` with `0 < EF` and any function `mu : ℝ → ℝ`. Its hypothesis `hmu` says that `filling T (mu T) = EF` for every `T > 0`, which is the physical condition of a closed system whose density does not change on heating. By `filling_eq_iff`, `chemPot EF` is such a function.

The conclusion has three parts:

- `mu T < EF` for every `T > 0`.
- `StrictAntiOn mu (Ioi 0)`: among positive temperatures, the higher one has the strictly lower chemical potential.
- `Tendsto mu (𝓝[>] 0) (𝓝 EF)`: the chemical potential approaches `EF` as the temperature approaches zero from above.

The limit says nothing about the value at `T = 0` itself. In Lean division by zero is defined, and the prefactor `T` makes `chemPot EF 0` equal to 0 and not `EF`. In a code the case of zero temperature is best treated separately, since the formula divides by $T$.

The theorems concern real numbers, not floating-point numbers. At low temperature the depression falls below the rounding error of $E_F$. Computed values of $\mu$ then coincide with $E_F$ and with each other, although the exact values differ.

The constant density of states enters through the definition of `filling`; it is not derived from a Hamiltonian. The model has a single band that starts at zero energy and has no upper edge. A finite cell or a k-point grid has discrete levels, and its chemical potential will in general differ from the closed form. Interactions, several subbands, non-parabolic bands and disorder generally change the number equation, and the formula is then in general only an approximation.
